# A finite Markov chain whose transition matrix has a strictly positive power converges to equilibrium

## Forgetting the starting configuration

A Monte Carlo run starts from an arbitrary configuration, and its later samples should not depend on that choice. The chain is modelled here by its matrix of transition probabilities, not by random trajectories. Let S be a finite nonempty set of |S| configurations and P(x,y) the probability of a move from x to y in one step. The n-step probabilities are then the entries P^n(x,y) of the matrix power.

We assume that some P^m has only positive entries: after exactly m steps, every configuration can be reached from every other and from itself. This excludes disconnected sectors and strictly periodic motion.

## The statement in words

`IsStochastic P` says that the entries are nonnegative and each row sums to one. Rows label the starting state; many texts on master equations use the transpose.

Under these hypotheses, `convergence_to_equilibrium` gives a vector p with positive entries and sum one such that

Σ_x p(x) P(x,y) = p(y),  P^n(x,y) → p(y) for all x, y.

"Equilibrium" means stationarity; detailed balance is not required. For a lattice model with finitely many configurations and a fixed update rule whose matrix P satisfies these hypotheses, the distribution of the configuration after n updates therefore loses its dependence on the start as n grows. The step from this distribution to time averages along a single run needs a separate argument.

## Averages draw together

Let μ and ν be probability vectors with all entries at least δ, and let f be an observable with f(u) − f(v) ≤ D for all u, v. Put c = 1 − |S|δ. Since c = Σ_u (μ(u) − δ), it is nonnegative. The common part δ Σ_u f(u) cancels:

Σ μf − Σ νf = Σ (μ−δ)f − Σ (ν−δ)f ≤ c max f − c min f ≤ cD.

Now let every entry of P^m be at least δ > 0, with m > 0. In

P^(m+k)(x,y) = Σ_z P^m(x,z) P^k(z,y)

the rows of P^m act as μ and ν, and column y of P^k acts as f. Each block of m steps thus multiplies the bound on the column's spread by c. Probabilities differ by at most 1, so the spread at time n is at most c^⌊n/m⌋.

For a ≥ n, P^a(x,y) = Σ_z P^(a−n)(x,z) P^n(z,y) is an average of the column at time n. Hence, for a, b ≥ n,

|P^a(x,y) − P^b(x′,y)| ≤ c^⌊n/m⌋.

## The limit and its properties

Since 0 ≤ c < 1, the bound tends to zero. With x = x′ the sequence is Cauchy and has a limit p(y); with x ≠ x′ the limits agree. Taking a = n and b → ∞ gives

|P^n(x,y) − p(y)| ≤ c^⌊n/m⌋.

The row sums pass to the limit, so Σ_y p(y) = 1. Letting n → ∞ in P^(n+1)(x,y) = Σ_z P^n(x,z) P(z,y) gives stationarity. For k ≥ m, P^k(x,y) is an average of entries of P^m, hence at least δ, and so p(y) ≥ δ.

Finally, take δ as the smallest entry of the given positive power P^m. The same lower bound holds for P^(m+1), so the argument runs with m + 1 steps, which also admits m = 0.

Conversely, if P^n(x,y) → p(y) > 0 for all x, y, each of the finitely many entries is eventually positive, so some power is positive throughout.

## The Lean development

```lean
import Mathlib

open Filter Topology

namespace MarkovChainConvergence

/-- A transition matrix: nonnegative entries, and every row sums to one. -/
def IsStochastic {S : Type*} [Fintype S] (P : Matrix S S ℝ) : Prop :=
  (∀ x y, 0 ≤ P x y) ∧ ∀ x, ∑ y, P x y = 1

variable {S : Type*} [Fintype S]

/-- If two probability vectors are at least `δ` in every state, their averages of an observable
whose values differ by at most `D` differ by at most `(1 - |S| δ) D`. -/
theorem mean_diff_le [Nonempty S] {μ ν f : S → ℝ} {δ D : ℝ}
    (hμ : ∀ u, δ ≤ μ u) (hν : ∀ u, δ ≤ ν u) (sμ : ∑ u, μ u = 1) (sν : ∑ u, ν u = 1)
    (hf : ∀ u v, f u - f v ≤ D) :
    ∑ u, μ u * f u - ∑ u, ν u * f u ≤ (1 - (Fintype.card S : ℝ) * δ) * D := by
  obtain ⟨a, ha⟩ := Finite.exists_max f
  obtain ⟨b, hb⟩ := Finite.exists_min f
  -- remove the common part `δ` from a probability vector
  have e : ∀ (w : S → ℝ) (t : ℝ), ∑ u, w u = 1 → ∑ u, (w u - δ) * (t - f u) =
      (1 - (Fintype.card S : ℝ) * δ) * t - ∑ u, w u * f u + δ * ∑ u, f u := by
    intro w t hw
    have h : ∀ u, (w u - δ) * (t - f u) = w u * t - δ * t - w u * f u + δ * f u := by
      intro u
      ring
    simp only [h, Finset.sum_add_distrib, Finset.sum_sub_distrib, ← Finset.sum_mul,
      ← Finset.mul_sum, hw, Finset.sum_const, Finset.card_univ, nsmul_eq_mul]
    ring
  have h1 : 0 ≤ ∑ u, (μ u - δ) * (f a - f u) :=
    Finset.sum_nonneg fun u _ => mul_nonneg (sub_nonneg.2 (hμ u)) (sub_nonneg.2 (ha u))
  have h2 : ∑ u, (ν u - δ) * (f b - f u) ≤ 0 :=
    Finset.sum_nonpos fun u _ =>
      mul_nonpos_of_nonneg_of_nonpos (sub_nonneg.2 (hν u)) (sub_nonpos.2 (hb u))
  have hc : 0 ≤ 1 - (Fintype.card S : ℝ) * δ := by
    have h : 0 ≤ ∑ u, (μ u - δ) := Finset.sum_nonneg fun u _ => sub_nonneg.2 (hμ u)
    simpa [Finset.sum_sub_distrib, sμ] using h
  rw [e μ _ sμ] at h1
  rw [e ν _ sν] at h2
  nlinarith [mul_le_mul_of_nonneg_left (hf a b) hc]

variable [DecidableEq S] {P : Matrix S S ℝ} {δ : ℝ} {m : ℕ}

/-- The `n`-step transition probabilities of a chain again form a transition matrix. -/
theorem IsStochastic.pow (hP : IsStochastic P) (n : ℕ) : IsStochastic (P ^ n) := by
  induction n with
  | zero =>
    refine ⟨fun x y => ?_, fun x => by simp [Matrix.one_apply]⟩
    rw [pow_zero, Matrix.one_apply]
    split_ifs <;> norm_num
  | succ n ih =>
    rw [pow_succ]
    refine ⟨fun x y => ?_, fun x => ?_⟩
    · rw [Matrix.mul_apply]
      exact Finset.sum_nonneg fun z _ => mul_nonneg (ih.1 x z) (hP.1 z y)
    · simp only [Matrix.mul_apply]
      rw [Finset.sum_comm]
      simp only [← Finset.mul_sum, hP.2, mul_one]
      exact ih.2 x

/-- If every `m`-step transition probability of a chain is at least `δ`, the same holds for
every larger number of steps. -/
theorem lower_bound_persists (hP : IsStochastic P) (h : ∀ x y, δ ≤ (P ^ m) x y)
    {k : ℕ} (hk : m ≤ k) (x y : S) : δ ≤ (P ^ k) x y := by
  have e : P ^ k = P ^ (k - m) * P ^ m := by rw [← pow_add, Nat.sub_add_cancel hk]
  rw [e, Matrix.mul_apply]
  calc δ = ∑ z, (P ^ (k - m)) x z * δ := by rw [← Finset.sum_mul, (hP.pow _).2, one_mul]
    _ ≤ _ := Finset.sum_le_sum fun z _ => mul_le_mul_of_nonneg_left (h z y) ((hP.pow _).1 x z)

variable [Nonempty S]

/-- Memory loss: if all `m`-step transition probabilities are at least `δ`, the probabilities of
reaching `y` from two starting states, after `a` and `b` steps with `a, b ≥ n`, differ by at most
`(1 - |S| δ) ^ ⌊n / m⌋`. -/
theorem memory_loss (hP : IsStochastic P) (h : ∀ x y, δ ≤ (P ^ m) x y)
    {n a b : ℕ} (ha : n ≤ a) (hb : n ≤ b) (x x' y : S) :
    (P ^ a) x y - (P ^ b) x' y ≤ (1 - (Fintype.card S : ℝ) * δ) ^ (n / m) := by
  -- each block of `m` steps multiplies the bound on a column's spread by `1 - |S| δ`
  have claim : ∀ k r : ℕ, ∀ u v : S, (P ^ (m * k + r)) u y - (P ^ (m * k + r)) v y ≤
      (1 - (Fintype.card S : ℝ) * δ) ^ k := by
    intro k r
    induction k with
    | zero =>
      intro u v
      have h1 : (P ^ (m * 0 + r)) u y ≤ 1 := by
        rw [← (hP.pow (m * 0 + r)).2 u]
        exact Finset.single_le_sum (f := fun z => (P ^ (m * 0 + r)) u z)
          (fun z _ => (hP.pow _).1 u z) (Finset.mem_univ y)
      have h2 := (hP.pow (m * 0 + r)).1 v y
      rw [pow_zero]
      linarith
    | succ k ih =>
      intro u v
      have e : P ^ (m * (k + 1) + r) = P ^ m * P ^ (m * k + r) := by
        rw [← pow_add]
        congr 1
        ring
      rw [e, Matrix.mul_apply, Matrix.mul_apply, pow_succ']
      exact mean_diff_le (h u) (h v) ((hP.pow m).2 u) ((hP.pow m).2 v) ih
  have hn : ∀ u v : S, (P ^ n) u y - (P ^ n) v y ≤
      (1 - (Fintype.card S : ℝ) * δ) ^ (n / m) := by
    intro u v
    have h0 := claim (n / m) (n % m) u v
    rwa [Nat.div_add_mod] at h0
  -- later columns are averages of the column at time `n`
  have ea : P ^ a = P ^ (a - n) * P ^ n := by rw [← pow_add, Nat.sub_add_cancel ha]
  have eb : P ^ b = P ^ (b - n) * P ^ n := by rw [← pow_add, Nat.sub_add_cancel hb]
  rw [ea, eb, Matrix.mul_apply, Matrix.mul_apply]
  calc _ ≤ (1 - (Fintype.card S : ℝ) * 0) * (1 - (Fintype.card S : ℝ) * δ) ^ (n / m) :=
        mean_diff_le ((hP.pow _).1 x) ((hP.pow _).1 x') ((hP.pow _).2 x) ((hP.pow _).2 x') hn
    _ = _ := by ring

/-- If all `m`-step transition probabilities are at least `δ > 0`, with `m > 0`, the error bound
`(1 - |S| δ) ^ ⌊n / m⌋` tends to zero as the number of steps `n` grows. -/
theorem error_tendsto_zero (hP : IsStochastic P) (hm : 0 < m) (hδ : 0 < δ)
    (h : ∀ x y, δ ≤ (P ^ m) x y) :
    Tendsto (fun n : ℕ => (1 - (Fintype.card S : ℝ) * δ) ^ (n / m)) atTop (𝓝 0) := by
  obtain ⟨x⟩ := ‹Nonempty S›
  have hc : 0 ≤ 1 - (Fintype.card S : ℝ) * δ := by
    have h0 : 0 ≤ ∑ u, ((P ^ m) x u - δ) := Finset.sum_nonneg fun u _ => sub_nonneg.2 (h x u)
    simpa [Finset.sum_sub_distrib, (hP.pow m).2 x] using h0
  have hN : (0 : ℝ) < Fintype.card S := Nat.cast_pos.2 (Fintype.card_pos_iff.2 ⟨x⟩)
  have hc1 : 1 - (Fintype.card S : ℝ) * δ < 1 := by linarith [mul_pos hN hδ]
  have hdiv : Tendsto (fun n : ℕ => n / m) atTop atTop :=
    tendsto_atTop_atTop.2 fun k => ⟨k * m, fun n hn => (Nat.le_div_iff_mul_le hm).2 hn⟩
  exact (tendsto_pow_atTop_nhds_zero_of_lt_one hc hc1).comp hdiv

/-- Geometric convergence: if all `m`-step transition probabilities are at least `δ > 0`, with
`m > 0`, there is a stationary probability vector `p ≥ δ` from which the `n`-step transition
probabilities differ by at most `(1 - |S| δ) ^ ⌊n / m⌋`. -/
theorem geometric_convergence (hP : IsStochastic P) (hm : 0 < m) (hδ : 0 < δ)
    (h : ∀ x y, δ ≤ (P ^ m) x y) :
    ∃ p : S → ℝ, (∀ y, δ ≤ p y) ∧ ∑ y, p y = 1 ∧ (∀ y, ∑ x, p x * P x y = p y) ∧
      ∀ n x y, |(P ^ n) x y - p y| ≤ (1 - (Fintype.card S : ℝ) * δ) ^ (n / m) := by
  have x₀ : S := Classical.arbitrary S
  have hC : ∀ y, CauchySeq fun n : ℕ => (P ^ n) x₀ y := fun y =>
    cauchySeq_of_le_tendsto_0 _ (fun a b n ha hb => by
      rw [Real.dist_eq]
      exact abs_sub_le_iff.2 ⟨memory_loss hP h ha hb x₀ x₀ y, memory_loss hP h hb ha x₀ x₀ y⟩)
      (error_tendsto_zero hP hm hδ h)
  choose p hp using fun y => cauchySeq_tendsto_of_complete (hC y)
  refine ⟨p, fun y => ?_, ?_, fun y => ?_, fun n x y => ?_⟩
  · exact ge_of_tendsto (hp y)
      ((eventually_ge_atTop m).mono fun k hk => lower_bound_persists hP h hk x₀ y)
  · have h1 : Tendsto (fun n : ℕ => ∑ y, (P ^ n) x₀ y) atTop (𝓝 (∑ y, p y)) :=
      tendsto_finsetSum _ fun y _ => hp y
    simp only [(hP.pow _).2] at h1
    exact tendsto_nhds_unique h1 tendsto_const_nhds
  · -- one more step does not change the limit
    have h1 : Tendsto (fun n : ℕ => (P ^ (n + 1)) x₀ y) atTop (𝓝 (∑ x, p x * P x y)) := by
      simp only [pow_succ, Matrix.mul_apply]
      exact tendsto_finsetSum _ fun z _ => (hp z).mul_const _
    exact tendsto_nhds_unique h1 ((hp y).comp (tendsto_add_atTop_nat 1))
  · exact le_of_tendsto ((tendsto_const_nhds.sub (hp y)).abs)
      ((eventually_ge_atTop n).mono fun k hk => abs_sub_le_iff.2
        ⟨memory_loss hP h le_rfl hk x x₀ y, memory_loss hP h hk le_rfl x₀ x y⟩)

/-- Convergence to equilibrium: if some power of the transition matrix has only positive entries,
the `n`-step transition probabilities tend, from every starting state, to one strictly positive
stationary probability vector. -/
theorem convergence_to_equilibrium (hP : IsStochastic P) (h : ∃ m : ℕ, ∀ x y, 0 < (P ^ m) x y) :
    ∃ p : S → ℝ, (∀ y, 0 < p y) ∧ ∑ y, p y = 1 ∧ (∀ y, ∑ x, p x * P x y = p y) ∧
      ∀ x y, Tendsto (fun n : ℕ => (P ^ n) x y) atTop (𝓝 (p y)) := by
  obtain ⟨m, hm⟩ := h
  -- `δ` is the smallest entry of `P ^ m`
  obtain ⟨q, hq⟩ := Finite.exists_min fun q : S × S => (P ^ m) q.1 q.2
  have hδ := hm q.1 q.2
  have h' : ∀ x y, (P ^ m) q.1 q.2 ≤ (P ^ (m + 1)) x y :=
    lower_bound_persists hP (fun x y => hq (x, y)) (Nat.le_succ m)
  obtain ⟨p, hp, hs, hst, hb⟩ := geometric_convergence hP (Nat.succ_pos m) hδ h'
  refine ⟨p, fun y => hδ.trans_le (hp y), hs, hst, fun x y => ?_⟩
  exact tendsto_iff_norm_sub_tendsto_zero.2 (squeeze_zero (fun _ => norm_nonneg _)
    (fun n => by simpa only [Real.norm_eq_abs] using hb n x y)
    (error_tendsto_zero hP (Nat.succ_pos m) hδ h'))

omit [Nonempty S] in
/-- Converse: if the entries of `P ^ n` tend to strictly positive limits `p y`, then some power
of `P` has only positive entries. -/
theorem positive_power_of_tendsto {p : S → ℝ} (hp : ∀ y, 0 < p y)
    (h : ∀ x y, Tendsto (fun n : ℕ => (P ^ n) x y) atTop (𝓝 (p y))) :
    ∃ m : ℕ, ∀ x y, 0 < (P ^ m) x y := by
  have h1 : ∀ᶠ n : ℕ in atTop, ∀ x y, 0 < (P ^ n) x y :=
    eventually_all.2 fun x => eventually_all.2 fun y => (h x y).eventually (lt_mem_nhds (hp y))
  exact h1.exists

end MarkovChainConvergence
```

```lean
#print axioms MarkovChainConvergence.convergence_to_equilibrium
#print axioms MarkovChainConvergence.positive_power_of_tendsto
```

```
'MarkovChainConvergence.convergence_to_equilibrium' depends on axioms: [propext, Classical.choice, Quot.sound]
'MarkovChainConvergence.positive_power_of_tendsto' depends on axioms: [propext, Classical.choice, Quot.sound]
```

## From contraction to convergence in the code

`mean_diff_le` is the inequality for averages. `memory_loss` applies it twice: by induction over blocks of m steps, and then with δ = 0 to compare later times. `error_tendsto_zero` handles the bound, `geometric_convergence` constructs p with the explicit error, and `convergence_to_equilibrium` chooses δ. The converse, `positive_power_of_tendsto`, does not need P to be stochastic.

## A Cauchy criterion with two free times

Mathlib's `cauchySeq_of_le_tendsto_0` asks for a bound, tending to zero, on the distance between any two terms with indices at least n. `memory_loss` has this shape, with separate times `a` and `b`, so no candidate for the limit is needed in advance. Completeness of the real numbers then supplies a limit for each y, and `choose` collects these limits into the function `p`.
